# Exchange-Hole Work Equals Minus Half the Hartree Potential for Two Opposite-Spin Electrons in One Spherical Orbital

If the exchange potential of two opposite-spin electrons in one orbital differs from minus half the Hartree potential, the self-repulsion contained in the Hartree term is not cancelled exactly. For two such electrons with a continuous spherical density, the exchange hole is minus half the density, and the work done in its field has exactly this value at every positive radius.

```lean
import Mathlib

open MeasureTheory Set Filter Topology Real

namespace TwoElectronExchangeWork

noncomputable section

/-- Charge of the spherical density `ρ` inside the sphere of radius `r`. -/
def enclosedCharge (ρ : ℝ → ℝ) (r : ℝ) : ℝ := ∫ s in (0 : ℝ)..r, 4 * π * s ^ 2 * ρ s

/-- Radial electrostatic field of the spherical density `ρ` at radius `s`, by Gauss's law. -/
def radialField (ρ : ℝ → ℝ) (s : ℝ) : ℝ := enclosedCharge ρ s / s ^ 2

/-- Hartree potential of a spherical density: the inner charge acts from the centre, and each
outer shell contributes its charge divided by its own radius. -/
def hartree (n : ℝ → ℝ) (r : ℝ) : ℝ :=
  enclosedCharge n r / r + ∫ s in Ioi r, 4 * π * s * n s

/-- Exchange hole of two electrons of opposite spin in one orbital: minus half the density. -/
def fermiHole (n : ℝ → ℝ) (s : ℝ) : ℝ := -(n s) / 2

/-- Work integral of the field of the exchange hole from `r` to infinity. -/
def exchangeWork (n : ℝ → ℝ) (r : ℝ) : ℝ := ∫ s in Ioi r, radialField (fermiHole n) s

/-- The field of the exchange hole is `-q(s) / (2 s²)`, with `q` the enclosed electron charge. -/
theorem radialField_fermiHole (n : ℝ → ℝ) (s : ℝ) :
    radialField (fermiHole n) s = -enclosedCharge n s / (2 * s ^ 2) := by
  have h : enclosedCharge (fermiHole n) s = (-1 / 2) * enclosedCharge n s := by
    unfold enclosedCharge fermiHole
    rw [← intervalIntegral.integral_const_mul]
    congr 1
    ext t
    ring
  rw [radialField, h]
  ring

/-- The enclosed charge grows with radius at the rate `4 π r² n(r)`. -/
theorem hasDerivAt_enclosedCharge {n : ℝ → ℝ} (hc : ContinuousOn n (Ici 0))
    {r : ℝ} (hr : 0 < r) :
    HasDerivAt (enclosedCharge n) (4 * π * r ^ 2 * n r) r := by
  have hf : ContinuousOn (fun s : ℝ => 4 * π * s ^ 2 * n s) (Ici 0) :=
    (by fun_prop : Continuous fun s : ℝ => 4 * π * s ^ 2).continuousOn.mul hc
  exact intervalIntegral.integral_hasDerivAt_right
    (ContinuousOn.intervalIntegrable_of_Icc hr.le (hf.mono Icc_subset_Ici_self))
    (ContinuousOn.stronglyMeasurableAtFilter isOpen_Ioi (hf.mono Ioi_subset_Ici_self) r hr)
    (hf.continuousAt (Ici_mem_nhds hr))

/-- For a density of finite charge, the field is integrable from any positive radius to
infinity. -/
theorem integrableOn_radialField {n : ℝ → ℝ} (hc : ContinuousOn n (Ici 0))
    (hi : IntegrableOn (fun s => 4 * π * s ^ 2 * n s) (Ioi 0)) {r : ℝ} (hr : 0 < r) :
    IntegrableOn (radialField n) (Ioi r) := by
  have hcont : ContinuousOn (radialField n) (Ioi r) := by
    intro s hs
    have hs0 : 0 < s := hr.trans hs
    exact ((hasDerivAt_enclosedCharge hc hs0).continuousAt.div
      (by fun_prop : Continuous fun t : ℝ => t ^ 2).continuousAt
      (pow_ne_zero 2 hs0.ne')).continuousWithinAt
  -- the enclosed charge is bounded, and 1 / s² is integrable at infinity
  have hpow := (integrableOn_Ioi_rpow_of_lt (by norm_num : (-2 : ℝ) < -1) hr).const_mul
    (∫ s in Ioi (0 : ℝ), ‖4 * π * s ^ 2 * n s‖)
  refine Integrable.mono' hpow (hcont.aestronglyMeasurable measurableSet_Ioi)
    (ae_restrict_of_forall_mem measurableSet_Ioi ?_)
  intro s hs
  have hs0 : 0 < s := hr.trans hs
  have hq : ‖enclosedCharge n s‖ ≤ ∫ t in Ioi (0 : ℝ), ‖4 * π * t ^ 2 * n t‖ := by
    rw [enclosedCharge, intervalIntegral.integral_of_le hs0.le]
    exact (norm_integral_le_integral_norm _).trans
      (setIntegral_mono_set hi.norm (Eventually.of_forall fun t => norm_nonneg _)
        (Ioc_subset_Ioi_self.eventuallyLE))
  rw [Real.rpow_neg hs0.le, Real.rpow_two, radialField, norm_div,
    Real.norm_of_nonneg (sq_nonneg s), div_eq_mul_inv]
  exact mul_le_mul_of_nonneg_right hq (by positivity)

/-- For a density of finite charge, the potential contributed by the shells outside a positive
radius is a convergent integral. -/
theorem integrableOn_outerShells {n : ℝ → ℝ} (hc : ContinuousOn n (Ici 0))
    (hi : IntegrableOn (fun s => 4 * π * s ^ 2 * n s) (Ioi 0)) {r : ℝ} (hr : 0 < r) :
    IntegrableOn (fun s => 4 * π * s * n s) (Ioi r) := by
  have hcont : ContinuousOn (fun s : ℝ => 4 * π * s * n s) (Ioi r) :=
    (by fun_prop : Continuous fun s : ℝ => 4 * π * s).continuousOn.mul
      (hc.mono fun s hs => (hr.trans hs).le)
  have hg := (hi.mono_set (Ioi_subset_Ioi hr.le)).norm.div_const r
  refine Integrable.mono' hg (hcont.aestronglyMeasurable measurableSet_Ioi)
    (ae_restrict_of_forall_mem measurableSet_Ioi ?_)
  intro s hs
  have hs' : r < s := hs
  have e : 4 * π * s ^ 2 * n s = (4 * π * s * n s) * s := by ring
  rw [le_div_iff₀ hr, e, norm_mul _ s, Real.norm_of_nonneg (hr.trans hs').le]
  exact mul_le_mul_of_nonneg_left hs'.le (norm_nonneg _)

/-- The Hartree potential is the work integral of the electrostatic field of the density from
`r` to infinity. -/
theorem integral_radialField_eq_hartree {n : ℝ → ℝ} (hc : ContinuousOn n (Ici 0))
    (hi : IntegrableOn (fun s => 4 * π * s ^ 2 * n s) (Ioi 0)) {r : ℝ} (hr : 0 < r) :
    ∫ s in Ioi r, radialField n s = hartree n r := by
  have h1 := integrableOn_radialField hc hi hr
  have h2 := integrableOn_outerShells hc hi hr
  -- differentiate -q(s) / s
  have hd : ∀ s ∈ Ici r, HasDerivAt (fun t => -(enclosedCharge n t / t))
      (radialField n s - 4 * π * s * n s) s := by
    intro s hs
    have hs0 : 0 < s := lt_of_lt_of_le hr hs
    refine ((hasDerivAt_enclosedCharge hc hs0).fun_div
      (hasDerivAt_id' s) hs0.ne').fun_neg.congr_deriv ?_
    have hne : s ≠ 0 := hs0.ne'
    rw [radialField]
    field_simp
    ring
  -- the boundary term at infinity vanishes because the total charge is finite
  have hl : Tendsto (fun t => -(enclosedCharge n t / t)) atTop (𝓝 0) := by
    have hq : Tendsto (enclosedCharge n) atTop
        (𝓝 (∫ s in Ioi (0 : ℝ), 4 * π * s ^ 2 * n s)) :=
      intervalIntegral_tendsto_integral_Ioi 0 hi tendsto_id
    simpa using (hq.div_atTop tendsto_id).neg
  have key := integral_Ioi_of_hasDerivAt_of_tendsto' hd (h1.sub h2) hl
  rw [integral_sub h1 h2] at key
  rw [hartree]
  linarith

/-- The work done in the field of the two-electron exchange hole is minus half the Hartree
potential, at every positive radius. -/
theorem exchangeWork_eq_neg_half_hartree {n : ℝ → ℝ} (hc : ContinuousOn n (Ici 0))
    (hi : IntegrableOn (fun s => 4 * π * s ^ 2 * n s) (Ioi 0)) {r : ℝ} (hr : 0 < r) :
    exchangeWork n r = -(1 / 2) * hartree n r := by
  rw [← integral_radialField_eq_hartree hc hi hr, exchangeWork, ← integral_const_mul]
  congr 1
  ext s
  rw [radialField_fermiHole, radialField]
  ring

/-- For a nonnegative density holding two electrons, `r` times the exchange work lies between
`-1` and minus half the charge enclosed within `r`. -/
theorem exchangeWork_bounds {n : ℝ → ℝ} (hc : ContinuousOn n (Ici 0))
    (hn : ∀ s, 0 ≤ s → 0 ≤ n s) (h2 : ∫ s in Ioi (0 : ℝ), 4 * π * s ^ 2 * n s = 2)
    {r : ℝ} (hr : 0 < r) :
    -1 ≤ r * exchangeWork n r ∧ r * exchangeWork n r ≤ -enclosedCharge n r / 2 := by
  have hi : IntegrableOn (fun s => 4 * π * s ^ 2 * n s) (Ioi 0) := by
    by_contra h
    exact two_ne_zero (h2.symm.trans (integral_undef h))
  have ho := integrableOn_outerShells hc hi hr
  have hir := hi.mono_set (Ioi_subset_Ioi hr.le)
  -- the two electrons are shared between the inside and the outside of the sphere
  have hsplit : enclosedCharge n r + ∫ s in Ioi r, 4 * π * s ^ 2 * n s = 2 := by
    rw [enclosedCharge, intervalIntegral.integral_of_le hr.le, ← h2,
      ← Ioc_union_Ioi_eq_Ioi hr.le]
    exact (setIntegral_union
      (Set.disjoint_left.2 fun x hx hx' => not_lt_of_ge hx.2 hx')
      measurableSet_Ioi (hi.mono_set Ioc_subset_Ioi_self) hir).symm
  have hle : r * ∫ s in Ioi r, 4 * π * s * n s ≤ ∫ s in Ioi r, 4 * π * s ^ 2 * n s := by
    rw [← integral_const_mul]
    refine setIntegral_mono_on (ho.const_mul r) hir measurableSet_Ioi ?_
    intro s hs
    have hs' : r < s := hs
    have hs0 : 0 < s := hr.trans hs'
    have hp : 0 ≤ 4 * π * s * n s := mul_nonneg (by positivity) (hn s hs0.le)
    nlinarith [mul_le_mul_of_nonneg_right hs'.le hp]
  have hpos : 0 ≤ ∫ s in Ioi r, 4 * π * s * n s := by
    refine setIntegral_nonneg measurableSet_Ioi ?_
    intro s hs
    have hs0 : 0 < s := hr.trans hs
    exact mul_nonneg (by positivity) (hn s hs0.le)
  have hW : r * exchangeWork n r =
      -(1 / 2) * (enclosedCharge n r + r * ∫ s in Ioi r, 4 * π * s * n s) := by
    rw [exchangeWork_eq_neg_half_hartree hc hi hr, hartree]
    have hne : r ≠ 0 := hr.ne'
    field_simp
  have hrp := mul_nonneg hr.le hpos
  rw [hW]
  constructor <;> linarith

/-- For a nonnegative density holding two electrons, `r` times the exchange work tends to `-1`
at large distance. -/
theorem exchangeWork_tail {n : ℝ → ℝ} (hc : ContinuousOn n (Ici 0))
    (hn : ∀ s, 0 ≤ s → 0 ≤ n s) (h2 : ∫ s in Ioi (0 : ℝ), 4 * π * s ^ 2 * n s = 2) :
    Tendsto (fun r => r * exchangeWork n r) atTop (𝓝 (-1)) := by
  have hi : IntegrableOn (fun s => 4 * π * s ^ 2 * n s) (Ioi 0) := by
    by_contra h
    exact two_ne_zero (h2.symm.trans (integral_undef h))
  have hq : Tendsto (enclosedCharge n) atTop (𝓝 2) := by
    rw [← h2]
    exact intervalIntegral_tendsto_integral_Ioi 0 hi tendsto_id
  have hu : Tendsto (fun r => -enclosedCharge n r / 2) atTop (𝓝 (-1)) := by
    have h := hq.neg.div_const 2
    norm_num at h
    exact h
  -- squeeze between the two bounds
  refine tendsto_of_tendsto_of_tendsto_of_le_of_le' tendsto_const_nhds hu ?_ ?_
  · filter_upwards [eventually_gt_atTop (0 : ℝ)] with r hr
    exact (exchangeWork_bounds hc hn h2 hr).1
  · filter_upwards [eventually_gt_atTop (0 : ℝ)] with r hr
    exact (exchangeWork_bounds hc hn h2 hr).2

end

end TwoElectronExchangeWork
```

```lean
#print axioms TwoElectronExchangeWork.exchangeWork_eq_neg_half_hartree
-- 'TwoElectronExchangeWork.exchangeWork_eq_neg_half_hartree' depends on axioms: [propext, Classical.choice, Quot.sound]
#print axioms TwoElectronExchangeWork.exchangeWork_tail
-- 'TwoElectronExchangeWork.exchangeWork_tail' depends on axioms: [propext, Classical.choice, Quot.sound]
```

## An identity at every radius, and a tail for two electrons

Let $n(s)$ be the electron density at distance $s$ from the centre, and let

$$q(r)=\int_0^r 4\pi s^2 n(s)\,ds$$

be the number of electrons within radius $r$. The Hartree potential is

$$v_H(r)=\frac{q(r)}{r}+\int_r^\infty 4\pi s\,n(s)\,ds .$$

The theorem `exchangeWork_eq_neg_half_hartree` says that for every $r>0$

$$W(r)=\int_r^\infty\left(-\frac{q(s)}{2s^2}\right)ds=-\frac12\,v_H(r).$$

It has two hypotheses on the density. `hc` says that $n$ is continuous on $[0,\infty)$, which allows a cusp at the nucleus. `hi` says that $4\pi s^2 n(s)$ is integrable on $(0,\infty)$, so the total charge is finite. The proof uses neither the sign of $n$ nor the number of electrons, but $-n/2$ is the exchange hole of two electrons in one orbital, not of an atom with more electrons.

The sign and the number both enter in the other two results, which also assume `hc`. If $n\ge 0$ and the total charge is 2, `exchangeWork_bounds` gives, for every $r>0$,

$$-1\le r\,W(r)\le -\frac{q(r)}{2},$$

and `exchangeWork_tail` gives $r\,W(r)\to-1$ as $r\to\infty$. The work therefore falls off as $-1/r$.

## The hole, its field and the sign of the work

The density is a function `n : ℝ → ℝ` of the radius, and its values at negative arguments play no part. Charge is counted in electrons and the units are atomic, so a positive density gives a positive field, which is the repulsive force on another electron. `enclosedCharge` is $q$, `radialField` is the enclosed charge divided by $s^2$, and `hartree` is $v_H$.

`fermiHole` is $-n/2$. This is the exchange hole of two electrons of opposite spin that share one orbital: exchange acts only between equal spins, and each spin has just one electron, with density $n/2$. The hole removes that electron's interaction with itself. It does not depend on where the electron is, so its field is that of a fixed charge distribution. For two electrons the hole integrates to $-1$.

`exchangeWork` integrates the hole's field from $r$ to infinity. It is the work done against that field when an electron is brought in from infinity to $r$, and it is negative for a nonnegative, nonzero density because the hole attracts.

For a helium-like atom with a spherical density and both electrons in one orbital, the identity means that adding $W$ to $v_H$ leaves $v_H/2$, the repulsion from the other electron alone. A radial atomic code that computes $W$ by integrating the field of the exchange hole can be tested against it in this two-electron case.

The form of the hole is a definition here, not a consequence of a wavefunction. Gauss's law and the shell formula for $v_H$ are likewise built into the definitions and are not derived from the three-dimensional Coulomb integral. The theorems concern spherical densities at $r>0$, and they do not identify $W$ with the functional derivative of an exchange energy.

## Differentiating the potential of the enclosed charge

Since $n$ is continuous, $q'(s)=4\pi s^2 n(s)$ for $s>0$. The quotient rule then gives

$$\frac{d}{ds}\left(-\frac{q(s)}{s}\right)=\frac{q(s)}{s^2}-\frac{q'(s)}{s}=\frac{q(s)}{s^2}-4\pi s\,n(s).$$

Both terms on the right are integrable on $(r,\infty)$. For the first, put $C=\int_0^\infty 4\pi s^2|n(s)|\,ds$. Then $|q(s)|\le C$, so the term is at most $C/s^2$ in absolute value. For the second, $s>r$ gives

$$|4\pi s\,n(s)|\le\frac{4\pi s^2|n(s)|}{r},$$

and the right-hand side has a finite integral.

Now integrate the derivative from $r$ to infinity. Because $q$ stays bounded, $-q(s)/s$ tends to zero, and only the lower limit contributes:

$$\frac{q(r)}{r}=\int_r^\infty\frac{q(s)}{s^2}\,ds-\int_r^\infty 4\pi s\,n(s)\,ds .$$

Moving the last integral to the left gives

$$\int_r^\infty\frac{q(s)}{s^2}\,ds=v_H(r).$$

The hole encloses the charge $-q(s)/2$, so its field is $-q(s)/(2s^2)$. Multiplying the last equation by $-\tfrac12$ gives $W(r)=-\tfrac12 v_H(r)$.

## Squeezing the tail between two charges

Let $n\ge0$ with total charge 2. The charge outside radius $r$ is

$$\int_r^\infty 4\pi s^2 n(s)\,ds=2-q(r).$$

Write $J(r)=\int_r^\infty 4\pi s\,n(s)\,ds$ for the part of the potential that comes from the outer shells. In this integral $r<s$, so

$$0\le r\,J(r)\le\int_r^\infty 4\pi s^2 n(s)\,ds=2-q(r).$$

The identity for $W$, multiplied by $r$, reads

$$r\,W(r)=-\frac12\bigl(q(r)+r\,J(r)\bigr).$$

The bracket lies between $q(r)$ and 2, which gives the two bounds. As $r\to\infty$, $q(r)\to2$, so the upper bound $-q(r)/2$ tends to $-1$. The lower bound is $-1$ throughout, and $r\,W(r)$ is squeezed to the same limit.

## How the Lean proof follows these steps

`radialField_fermiHole` takes the factor $-\tfrac12$ out of the enclosed charge and so confirms the field $-q(s)/(2s^2)$.

`hasDerivAt_enclosedCharge` is the fundamental theorem of calculus for $q$. The three arguments it passes to Mathlib are integrability on $[0,r]$, measurability near $r$ and continuity at $r$, and all three come from `hc`.

`integrableOn_radialField` and `integrableOn_outerShells` carry out the two estimates. Each uses `Integrable.mono'`, which makes a measurable function integrable once its absolute value lies below an integrable one. The dominating functions are $C/s^2$ and $4\pi s^2|n(s)|/r$, as above.

`integral_radialField_eq_hartree` contains the central calculation. Its step `hd` is the derivative of $-q(s)/s$, with `field_simp` and `ring` doing the algebra of the quotient rule. Its step `hl` is the vanishing limit at infinity, obtained from the convergence of $q$ to the total charge. The Mathlib theorem `integral_Ioi_of_hasDerivAt_of_tendsto'` combines them into the integral over $(r,\infty)$, `integral_sub` splits that integral in two, and `linarith` moves the outer-shell term across.

`exchangeWork_eq_neg_half_hartree` replaces the Hartree potential by this field integral, brings $-\tfrac12$ inside, and compares the integrands point by point.

In `exchangeWork_bounds`, integrability is not a separate hypothesis. Lean gives a non-integrable function the integral 0, so a total of 2 already implies it. The step `hsplit` divides the two electrons between the inside and the outside of the sphere, `hpos` and `hle` are the lower and upper estimates for the outer shells, and `hW` is the formula for $r\,W(r)$. The bounds then follow by linear arithmetic.

`exchangeWork_tail` proves that $-q(r)/2$ tends to $-1$ and applies the squeeze theorem. The bounds are needed only for large $r$, so `eventually_gt_atTop` supplies the condition $r>0$.
